# The displaced density of states of a non-interacting level in a finite bath, from its hybridization function

## The level, the bath and the sign conventions

A single level of energy $e_d$ is coupled to finitely many bath levels of energies $e_k$ by real amplitudes $V_k$. The bath levels are not coupled to each other. With the level $d$ listed first, the one-particle Hamiltonian is the real symmetric matrix $H$ with entries

$$H_{dd}=e_d,\qquad H_{dk}=H_{kd}=V_k,\qquad H_{kl}=e_k\,\delta_{kl}.$$

For a complex energy $z$, define the Green matrix, the hybridization function and the inverse impurity propagator by

$$G(z)=(z-H)^{-1},\qquad D(z)=\sum_k\frac{V_k^2}{z-e_k},\qquad F(z)=z-e_d-D(z).$$

A prime denotes the complex derivative with respect to $z$. There is one orbital and one spin channel, and the particles do not interact.

## What the coupled level adds to the spectrum

The trace of $G(z)$ has a pole of weight one at each eigenvalue of $H$, counted with multiplicity. The uncoupled bath has the trace $\sum_k 1/(z-e_k)$. The difference of the two,

$$\Delta(z)=\operatorname{tr}G(z)-\sum_k\frac{1}{z-e_k},$$

is the total displaced density of states in resolvent form, called the displaced density below. It contains the states on the added level and also the change that the level causes in the bath. At $z=\omega+i\eta$ with $\eta>0$, the quantity $-\frac1\pi\operatorname{Im}\Delta$ is the change in the density of states at energy $\omega$, broadened by a Lorentzian of half-width $\eta$.

The result is that, for every nonreal $z$,

$$\Delta(z)=\frac{1-D'(z)}{z-e_d-D(z)}=\frac{F'(z)}{F(z)}.$$

For a non-interacting impurity with a discretised bath, the change in the whole spectrum therefore follows from the level energy $e_d$ and the hybridization function.

## Eliminating the bath

**The derivative of $D$.** Away from the bath levels, each term is differentiated separately:

$$D'(z)=-\sum_k\frac{V_k^2}{(z-e_k)^2}.$$

**The denominator.** Since $\operatorname{Im}\frac{1}{z-e_k}=-\frac{\operatorname{Im}z}{|z-e_k|^2}$,

$$\operatorname{Im}F(z)=\operatorname{Im}z\,\Bigl(1+\sum_k\frac{V_k^2}{|z-e_k|^2}\Bigr).$$

The bracket is at least one, so $F(z)\neq0$ whenever $\operatorname{Im}z\neq0$. Put $g=1/F(z)$.

**The impurity column.** The equation $(z-H)G=1$ gives, for the column $d$,

$$(z-e_d)G_{dd}-\sum_kV_kG_{kd}=1,\qquad (z-e_k)G_{kd}-V_kG_{dd}=0.$$

The second equation gives $G_{kd}=\frac{V_k}{z-e_k}G_{dd}$. Inserted into the first, it gives $F(z)\,G_{dd}=1$, so $G_{dd}=g$.

**The bath columns.** For the column $l$,

$$(z-e_d)G_{dl}-\sum_kV_kG_{kl}=0,\qquad (z-e_k)G_{kl}-V_kG_{dl}=\delta_{kl}.$$

The second equation gives $G_{kl}=\frac{\delta_{kl}}{z-e_k}+\frac{V_k}{z-e_k}G_{dl}$. Inserted into the first, it gives $F(z)\,G_{dl}=\frac{V_l}{z-e_l}$. Hence

$$G_{dl}=g\,\frac{V_l}{z-e_l},\qquad G_{kl}=\frac{\delta_{kl}}{z-e_k}+g\,\frac{V_k}{z-e_k}\,\frac{V_l}{z-e_l}.$$

The last term describes a particle that enters the impurity from a bath level and leaves to a bath level, which may be the same one.

**The trace.** Adding the diagonal entries gives

$$\operatorname{tr}G(z)=g+\sum_k\frac1{z-e_k}+g\sum_k\frac{V_k^2}{(z-e_k)^2}.$$

The last sum is $-D'(z)$. Subtracting the free bath leaves $\Delta(z)=g\,(1-D'(z))$, and $F'(z)=1-D'(z)$ turns this into $F'(z)/F(z)$.

## Why the impurity propagator alone is not enough

Taking $G_{dd}=1/F$ for the displaced density is an error, because it loses the term $-D'G_{dd}$. One bath level with $e_d=e_1=0$ and $V_1=V\neq0$ shows the damage:

$$G_{dd}(z)=\frac{z}{z^2-V^2},\qquad \Delta(z)=\frac{z^2+V^2}{z\,(z^2-V^2)}.$$

The impurity propagator has weight $\tfrac12$ at each of $\pm V$. The displaced density has weight $1$ at each of $\pm V$ and weight $-1$ at $0$: two eigenstates have appeared and the old bath level has gone. Both sets of weights add up to one, so a check of the total weight does not reveal the error. Where $|D'|$ is much smaller than one, the two functions nearly agree. At $z=\omega+i\eta$ this happens well inside a featureless bath whose width is much larger than $|\operatorname{Im}D|$, provided that the spacing of the bath levels is well below $\eta$.

## From the logarithmic derivative to a phase

In a program, $D$ and $D'$ can be accumulated in the same loop over bath levels at $z=\omega+i\eta$, without diagonalising $H$. If only the net change in the number of levels below an energy $\mu$ is wanted, with each level broadened by $\eta$ as above, the logarithmic derivative can be integrated along the line $\omega+i\eta$:

$$-\frac1\pi\int_{-\infty}^{\mu}\operatorname{Im}\frac{F'(\omega+i\eta)}{F(\omega+i\eta)}\,d\omega=1-\frac1\pi\arg F(\mu+i\eta).$$

Because $\operatorname{Im}F>0$ on this line, the argument stays between $0$ and $\pi$. A single call to `atan2` gives it, and no phase unwrapping is needed.

For a finite bath, $F$ becomes real in the limit $\eta\to0$, and the result is $0$ or $1$ whenever $\mu$ is neither a bath level nor an eigenvalue of $H$. If the bath is made continuous first and $\eta\to0$ is taken afterwards, with $\mu$ the Fermi energy at zero temperature, the formula becomes the non-interacting form of the Friedel sum rule, which ties displaced charge to a phase. The theorems below establish the integrand, and the integration is ordinary calculus added here.

## The statement in Lean

The main theorem is `displaced_density`. Its ingredients correspond to the physics as follows.

- `ι` is the finite set of bath labels, and `Unit ⊕ ι` is the impurity together with the bath. The bath may be empty, in which case the formula reads $1/(z-e_d)$. Degenerate bath levels and zero amplitudes are allowed.
- `ed : ℝ` and `e V : ι → ℝ` are the level energy, the bath energies and the amplitudes.
- `hamiltonian ed e V` is the real matrix $H$, and its `diagonal e` block says that the bath levels are uncoupled.
- `shifted ed e V z` is $z-H$ with the entries of $H$ read as complex numbers, and `greenMatrix ed e V z` is its matrix inverse.
- `hybridization e V` is $D$, defined independently of $H$. The relation between them is proved.
- `deriv (hybridization e V) z` is the actual complex derivative of $D$, not a sum given that name.
- `hz : z.im ≠ 0` says that $z$ is nonreal. It is the only hypothesis.

The theorem `displaced_density_of_regular` is more general. It allows any $z$, real or complex, that is not a bath level and at which $F(z)\neq0$. The theorem `displaced_density_eq_logDeriv` gives the form $F'/F$ for nonreal $z$.

The model has no interaction on the impurity, no continuous bath and only one impurity orbital. Complex amplitudes would require $|V_k|^2$ in $D$ and conjugate entries in $H$.

## The Lean file

```lean
import Mathlib

open Matrix

namespace FriedelDisplacedDensity

noncomputable section

variable {ι : Type*} [Fintype ι]

/-- The hybridization function `D(z) = ∑ V_k² / (z - e_k)`, for `z` different from every
bath level. -/
def hybridization (e V : ι → ℝ) (z : ℂ) : ℂ :=
  ∑ k, (V k : ℂ) ^ 2 / (z - e k)

/-- Away from the bath levels the hybridization function has the derivative
`-∑ (V_k / (z - e_k))²`. -/
theorem hasDerivAt_hybridization (e V : ι → ℝ) {z : ℂ} (hz : ∀ k, z ≠ e k) :
    HasDerivAt (hybridization e V) (-∑ k, ((V k : ℂ) / (z - e k)) ^ 2) z := by
  have h : ∀ k ∈ (Finset.univ : Finset ι),
      HasDerivAt (fun w : ℂ => (V k : ℂ) ^ 2 / (w - e k))
        (-((V k : ℂ) / (z - e k)) ^ 2) z := by
    intro k _
    have h1 := (hasDerivAt_id' z).sub_const (e k : ℂ)
    have h2 := (hasDerivAt_const z ((V k : ℂ) ^ 2)).fun_div h1 (sub_ne_zero.2 (hz k))
    exact h2.congr_deriv (by rw [div_pow]; ring)
  rw [← Finset.sum_neg_distrib]
  exact HasDerivAt.fun_sum h

/-- At nonreal `z` the inverse impurity propagator `z - e_d - D(z)` does not vanish. -/
theorem inverse_propagator_ne_zero (ed : ℝ) (e V : ι → ℝ) {z : ℂ} (hz : z.im ≠ 0) :
    z - ed - hybridization e V z ≠ 0 := by
  have term : ∀ k, ((V k : ℂ) ^ 2 / (z - e k)).im
      = -(z.im * (V k ^ 2 / Complex.normSq (z - e k))) := by
    intro k
    rw [← Complex.ofReal_pow, Complex.div_im]
    simp only [Complex.ofReal_im, Complex.ofReal_re, Complex.sub_im]
    ring
  intro h
  have him := congrArg Complex.im h
  simp only [Complex.sub_im, Complex.ofReal_im, Complex.zero_im, hybridization,
    Complex.im_sum, term] at him
  rw [Finset.sum_neg_distrib, ← Finset.mul_sum] at him
  -- the bath never reduces the magnitude of the imaginary part
  have hS : 0 ≤ ∑ k, V k ^ 2 / Complex.normSq (z - e k) :=
    Finset.sum_nonneg fun k _ => div_nonneg (sq_nonneg _) (Complex.normSq_nonneg _)
  have hprod : z.im * (1 + ∑ k, V k ^ 2 / Complex.normSq (z - e k)) = 0 := by
    linear_combination him
  rcases mul_eq_zero.1 hprod with h0 | h0
  · exact hz h0
  · linarith

variable [DecidableEq ι]

/-- The real Hamiltonian matrix of a level `e_d` coupled by `V_k` to uncoupled bath
levels `e_k`. -/
def hamiltonian (ed : ℝ) (e V : ι → ℝ) : Matrix (Unit ⊕ ι) (Unit ⊕ ι) ℝ :=
  fromBlocks (of fun _ _ => ed) (of fun _ k => V k) (of fun k _ => V k) (diagonal e)

/-- The complex matrix `z - H`. -/
def shifted (ed : ℝ) (e V : ι → ℝ) (z : ℂ) : Matrix (Unit ⊕ ι) (Unit ⊕ ι) ℂ :=
  z • 1 - (hamiltonian ed e V).map (fun x : ℝ => (x : ℂ))

/-- The Green matrix `(z - H)⁻¹`, for `z` outside the spectrum of `H`. -/
def greenMatrix (ed : ℝ) (e V : ι → ℝ) (z : ℂ) : Matrix (Unit ⊕ ι) (Unit ⊕ ι) ℂ :=
  (shifted ed e V z)⁻¹

omit [Fintype ι] in
/-- The impurity and bath blocks of `z - H`. -/
theorem shifted_eq (ed : ℝ) (e V : ι → ℝ) (z : ℂ) :
    shifted ed e V z = fromBlocks (of fun _ _ => z - ed) (of fun _ k => -(V k : ℂ))
      (of fun k _ => -(V k : ℂ)) (diagonal fun k => z - e k) := by
  ext (⟨⟩ | i) (⟨⟩ | j)
  · simp [shifted, hamiltonian]
  · simp [shifted, hamiltonian]
  · simp [shifted, hamiltonian]
  · by_cases h : i = j
    · subst h
      simp [shifted, hamiltonian]
    · simp [shifted, hamiltonian, h]


/-- Let `z` avoid the bath levels and let `g` be the inverse of `z - e_d - D(z)`. Then `g` is
the impurity entry of the Green matrix, and the bath entries are the free ones plus
scattering through the impurity. -/
theorem greenMatrix_eq (ed : ℝ) (e V : ι → ℝ) {z g : ℂ} (hz : ∀ k, z ≠ e k)
    (hg : (z - ed - hybridization e V z) * g = 1) :
    greenMatrix ed e V z = fromBlocks (of fun _ _ => g)
      (of fun _ l => g * ((V l : ℂ) / (z - e l)))
      (of fun k _ => g * ((V k : ℂ) / (z - e k)))
      (diagonal (fun k => (z - e k)⁻¹) +
        of fun k l => g * ((V k : ℂ) / (z - e k)) * ((V l : ℂ) / (z - e l))) := by
  have hi : ∀ k, (z - e k) * (z - e k)⁻¹ = 1 := fun k =>
    mul_inv_cancel₀ (sub_ne_zero.2 (hz k))
  unfold greenMatrix
  apply inv_eq_right_inv
  rw [shifted_eq, fromBlocks_multiply, ← fromBlocks_one, fromBlocks_inj]
  refine ⟨?_, ?_, ?_, ?_⟩
  · ext ⟨⟩ ⟨⟩
    simp only [Matrix.add_apply, Matrix.mul_apply, of_apply, Finset.univ_unique,
      Finset.sum_singleton, one_apply_eq]
    have hs : ∑ k, -(V k : ℂ) * (g * ((V k : ℂ) / (z - e k))) = -g * hybridization e V z := by
      rw [hybridization, Finset.mul_sum]
      exact Finset.sum_congr rfl fun k _ => by ring
    rw [hs]
    linear_combination hg
  · ext ⟨⟩ j
    simp only [Matrix.mul_add, Matrix.add_apply, mul_diagonal]
    simp only [Matrix.mul_apply, of_apply, Finset.univ_unique, Finset.sum_singleton,
      Matrix.zero_apply]
    have hs : ∑ k, -(V k : ℂ) * (g * ((V k : ℂ) / (z - e k)) * ((V j : ℂ) / (z - e j)))
        = -g * ((V j : ℂ) / (z - e j)) * hybridization e V z := by
      rw [hybridization, Finset.mul_sum]
      exact Finset.sum_congr rfl fun k _ => by ring
    rw [hs]
    linear_combination ((V j : ℂ) / (z - e j)) * hg
  · ext i ⟨⟩
    simp only [Matrix.add_apply, diagonal_mul]
    simp only [Matrix.mul_apply, of_apply, Finset.univ_unique, Finset.sum_singleton,
      Matrix.zero_apply]
    linear_combination g * (V i : ℂ) * hi i
  · ext i j
    simp only [Matrix.add_apply, diagonal_mul]
    simp only [Matrix.mul_apply, of_apply, Finset.univ_unique, Finset.sum_singleton]
    by_cases h : i = j
    · subst h
      simp only [diagonal_apply_eq, one_apply_eq]
      linear_combination (1 + g * (V i : ℂ) * ((V i : ℂ) / (z - e i))) * hi i
    · rw [diagonal_apply_ne _ h, one_apply_ne h]
      linear_combination g * (V i : ℂ) * ((V j : ℂ) / (z - e j)) * hi i

/-- The displaced density formula at any `z`, real or complex, that is not a bath level and
at which `z - e_d - D(z)` does not vanish. -/
theorem displaced_density_of_regular (ed : ℝ) (e V : ι → ℝ) {z : ℂ} (hz : ∀ k, z ≠ e k)
    (hF : z - ed - hybridization e V z ≠ 0) :
    (greenMatrix ed e V z).trace - ∑ k, 1 / (z - e k) =
      (1 - deriv (hybridization e V) z) / (z - ed - hybridization e V z) := by
  obtain ⟨g, hg⟩ : ∃ g, (z - ed - hybridization e V z) * g = 1 := ⟨_, mul_inv_cancel₀ hF⟩
  rw [greenMatrix_eq ed e V hz hg, (hasDerivAt_hybridization e V hz).deriv, eq_div_iff hF]
  simp only [Matrix.trace, diag_apply, Fintype.sum_sum_type, fromBlocks_apply₁₁,
    fromBlocks_apply₂₂, Matrix.add_apply, diagonal_apply_eq, of_apply,
    Finset.sum_add_distrib, Finset.univ_unique, Finset.sum_singleton, one_div]
  -- the change of the bath density is `-D'(z)` times the impurity propagator
  have hs : ∑ k, g * ((V k : ℂ) / (z - e k)) * ((V k : ℂ) / (z - e k))
      = g * ∑ k, ((V k : ℂ) / (z - e k)) ^ 2 := by
    rw [Finset.mul_sum]
    exact Finset.sum_congr rfl fun k _ => by ring
  rw [hs]
  linear_combination (1 + ∑ k, ((V k : ℂ) / (z - e k)) ^ 2) * hg

omit [Fintype ι] [DecidableEq ι] in
/-- A nonreal `z` differs from every bath level. -/
theorem ne_bath_level (e : ι → ℝ) {z : ℂ} (hz : z.im ≠ 0) (k : ι) : z ≠ e k :=
  fun h => hz (by rw [h]; exact Complex.ofReal_im _)


/-- For nonreal `z`, the trace of the Green matrix minus that of the uncoupled bath is
`(1 - D'(z)) / (z - e_d - D(z))`. -/
theorem displaced_density (ed : ℝ) (e V : ι → ℝ) {z : ℂ} (hz : z.im ≠ 0) :
    (greenMatrix ed e V z).trace - ∑ k, 1 / (z - e k) =
      (1 - deriv (hybridization e V) z) / (z - ed - hybridization e V z) :=
  displaced_density_of_regular ed e V (ne_bath_level e hz)
    (inverse_propagator_ne_zero ed e V hz)

/-- For nonreal `z`, the displaced density is the logarithmic derivative of the inverse
impurity propagator `z - e_d - D(z)`. -/
theorem displaced_density_eq_logDeriv (ed : ℝ) (e V : ι → ℝ) {z : ℂ} (hz : z.im ≠ 0) :
    (greenMatrix ed e V z).trace - ∑ k, 1 / (z - e k) =
      logDeriv (fun w : ℂ => w - ed - hybridization e V w) z := by
  have hD := hasDerivAt_hybridization e V (ne_bath_level e hz)
  have h := ((hasDerivAt_id' z).sub_const (ed : ℂ)).fun_sub hD
  rw [displaced_density ed e V hz, logDeriv_apply, h.deriv, hD.deriv]

end

end FriedelDisplacedDensity
```

```lean
#print axioms FriedelDisplacedDensity.displaced_density_of_regular
#print axioms FriedelDisplacedDensity.displaced_density_eq_logDeriv
```

```
'FriedelDisplacedDensity.displaced_density_of_regular' depends on axioms: [propext, Classical.choice, Quot.sound]
'FriedelDisplacedDensity.displaced_density_eq_logDeriv' depends on axioms: [propext, Classical.choice, Quot.sound]
```

## Checking the inverse by multiplication

**Analytic input.** `hasDerivAt_hybridization` applies the quotient rule to each term of $D$ and adds the results with `HasDerivAt.fun_sum`. In `inverse_propagator_ne_zero`, the local fact `term` is the imaginary part of one bath term. The proof supposes $F(z)=0$, takes imaginary parts and arrives at $\operatorname{Im}z$ times the bracket equal to zero. The first factor is nonzero by hypothesis, and the second is one plus a nonnegative sum.

**The blocks of $z-H$.** `shifted_eq` writes the matrix with diagonal entries $z-e_d$ and $z-e_k$ and entries $-V_k$ between the impurity and the bath, which are the coefficients of the column equations above.

**The Green matrix.** The derivation by hand solves for $G$, whereas `greenMatrix_eq` starts from the solution and verifies it. It takes a number $g$ with $F(z)\,g=1$, multiplies $z-H$ by the proposed matrix and shows that the product is the identity. `inv_eq_right_inv` then identifies the proposed matrix with the inverse, which also settles that $z-H$ is invertible.

The product has four blocks. In the two blocks of the impurity row, the sum over the bath is recognised as a multiple of $D(z)$, and `linear_combination` finishes with a multiple of `hg`, the equation $F(z)\,g=1$. In the two blocks of the bath rows, what is needed is `hi`, which says $(z-e_k)(z-e_k)^{-1}=1$. The bath–bath block is split into equal and different labels, matching the two values of $\delta_{kl}$.

**The trace.** `displaced_density_of_regular` inserts the explicit Green matrix and the derivative of $D$, and clears the denominator $F(z)$ with `eq_div_iff`. The free bath terms cancel. The fact `hs` pulls $g$ out of the scattering sum, and what remains is the equation $F(z)\,g=1$ multiplied by $1+\sum_k V_k^2/(z-e_k)^2$, that is, by $1-D'(z)$.

**Nonreal energies.** `ne_bath_level` notes that a nonreal $z$ cannot equal a real bath energy. Together with the nonvanishing of $F$, this supplies both conditions of the general theorem and gives `displaced_density`. For the last theorem, the derivative of $z-e_d-D(z)$ is computed as $1-D'(z)$, and `logDeriv_apply` writes the logarithmic derivative as the quotient $F'/F$.
